# A Kaniel–Paige bound for the ground-state energy in a Krylov space

Q: Suppose I stop a Lanczos run when its basis holds $m+1$ vectors, the start vector included. The variational principle tells me that my energy is no lower than the ground-state energy $E_0$, but not how far above it may lie. A small change between steps doesn't settle it, because the iteration may be lingering near an excited state. What can a bound be built from?

A: The Kaniel–Paige bound uses three things: the start vector's overlap with the ground state, the gap, and the spectral width. In a real run the overlap and the gap are usually unknown. Without safe estimates of them, the bound shows how the guaranteed accuracy depends on these quantities, but it puts no number on your error. Let $H$ be Hermitian in finite dimension, with $Hu=E_0u$, $\|u\|=1$, and all other eigenvalues in $[E_1,E_m]$, where $E_0\le E_1<E_m$. The $m$ in $E_m$ is only a label. Let $\|x\|=1$ and $w=|\langle u,x\rangle|^2>0$. The energy of a nonzero $y$ is $R(y)=\langle y,Hy\rangle/\|y\|^2$.

Let $T_m$ be the Chebyshev polynomial of degree $m$, and set
$$s(E)=\frac{E_1+E_m-2E}{E_m-E_1},\qquad y=T_m(s(H))\,x .$$
This $y$ lies in the span of $x,Hx,\dots,H^mx$. The map $s$ sends $[E_1,E_m]$ onto $[-1,1]$, where $|T_m|\le1$ because $T_m(\cos\theta)=\cos m\theta$. It sends $E_0$ to $s(E_0)=1+2(E_1-E_0)/(E_m-E_1)\ge1$, where $T_m\ge1$.

Q: So the filter favours $u$. How does that become an energy?

A: Take an orthonormal eigenbasis $b_i$ with energies $\varepsilon_i$. Then $\langle b_i,y\rangle=T_m(s(\varepsilon_i))\langle b_i,x\rangle$, and
$$\langle y,Hy\rangle-E_0\|y\|^2=\sum_i(\varepsilon_i-E_0)\,T_m(s(\varepsilon_i))^2\,|\langle b_i,x\rangle|^2 .$$
Terms with $\varepsilon_i=E_0$ vanish. For the others, $\varepsilon_i\langle b_i,u\rangle=\langle b_i,Hu\rangle=E_0\langle b_i,u\rangle$ forces $\langle b_i,u\rangle=0$. So $x$ may be replaced there by $r=x-\langle u,x\rangle u$, with $\|r\|^2=1-2w+w=1-w$. Since $\varepsilon_i-E_0\le E_m-E_0$ and $T_m^2\le1$ in these terms, the sum is at most $(E_m-E_0)(1-w)$.

Cauchy–Schwarz gives $\|y\|^2\ge|\langle u,y\rangle|^2=w\,T_m(s(E_0))^2>0$. Dividing,
$$R(y)-E_0\le\frac{(E_m-E_0)(1-w)}{w\,T_m\!\left(1+2\frac{E_1-E_0}{E_m-E_1}\right)^2}.$$

Q: Now convince me that the Lean objects are these objects.

A: The state space `V` is a complex inner product space, with the inner product conjugate-linear in its first slot, as in Dirac notation.

```lean
import Mathlib

namespace KanielPaige

noncomputable section

variable {V : Type*} [NormedAddCommGroup V] [InnerProductSpace ℂ V]
```

The polynomial is Mathlib's own, evaluated at a real number.

```lean
/-- The value at `t` of the Chebyshev polynomial of the first kind of degree `k`. -/
def chebyshev (k : ℕ) (t : ℝ) : ℝ := (Polynomial.Chebyshev.T ℝ (k : ℤ)).eval t
```

The Krylov space of order $m$ has $m+1$ spanning vectors, so order 0 is the line through $x$.

```lean
/-- The Krylov space spanned by `x, H x, ..., H^m x`. -/
def krylov (H : V →ₗ[ℂ] V) (x : V) (m : ℕ) : Submodule ℂ V :=
  Submodule.span ℂ {v | ∃ k ≤ m, (H ^ k) x = v}

/-- The Rayleigh quotient `<y, H y> / <y, y>` of a Hermitian `H`, for nonzero `y`. -/
def rayleigh (H : V →ₗ[ℂ] V) (y : V) : ℝ := (inner ℂ y (H y)).re / ‖y‖ ^ 2
```

The spectral condition speaks of real eigenvalues, which are all that a Hermitian operator has. The endpoints are bounds and needn't be eigenvalues. For a two-level system, where the single excited level would give $E_1=E_m$, you simply choose a larger $E_m$.

```lean
/-- Every real eigenvalue of `H` is `E0` or lies in the interval `[E1, Em]`. -/
def SpectrumIn (H : V →ₗ[ℂ] V) (E0 E1 Em : ℝ) : Prop :=
  ∀ (μ : ℝ) (v : V), v ≠ 0 → H v = (μ : ℂ) • v → μ = E0 ∨ (E1 ≤ μ ∧ μ ≤ Em)
```

Next come $s$ on energies, $s(H)$ on vectors, and the filter. The filter is a recurrence: $y_0=x$, $y_1=s(H)x$, $y_{k+2}=2s(H)y_{k+1}-y_k$.

```lean
/-- The affine map that takes the energies `E1` and `Em` to `1` and `-1`, for `E1 ≠ Em`. -/
def scaled (E1 Em t : ℝ) : ℝ := (E1 + Em - 2 * t) / (Em - E1)

/-- The rescaled Hamiltonian `(E1 + Em - 2 H) / (Em - E1)` applied to `z`, for `E1 ≠ Em`. -/
def scaledH (H : V →ₗ[ℂ] V) (E1 Em : ℝ) (z : V) : V :=
  (((Em - E1)⁻¹ : ℝ) : ℂ) • (((E1 + Em : ℝ) : ℂ) • z - (2 : ℂ) • H z)

/-- The Chebyshev filter: the three-term recurrence with the rescaled Hamiltonian,
started from `x`, for `E1 ≠ Em`. -/
def filtered (H : V →ₗ[ℂ] V) (E1 Em : ℝ) (x : V) : ℕ → V
  | 0 => x
  | 1 => scaledH H E1 Em x
  | k + 2 => (2 : ℂ) • scaledH H E1 Em (filtered H E1 Em x (k + 1)) - filtered H E1 Em x k
```

Q: Where are the Chebyshev facts established?

A: The first lemma takes the same recurrence for $T_k$ from Mathlib. The second writes $t=\cos(\arccos t)$ and uses the cosine formula.

```lean
/-- The three-term recurrence of the Chebyshev polynomials with its two starting values. -/
theorem chebyshev_recurrence (t : ℝ) : chebyshev 0 t = 1 ∧ chebyshev 1 t = t ∧
    ∀ k, chebyshev (k + 2) t = 2 * t * chebyshev (k + 1) t - chebyshev k t := by
  refine ⟨by simp [chebyshev], by simp [chebyshev], fun k => ?_⟩
  simp [chebyshev, Polynomial.Chebyshev.T_add_two]

/-- On the interval `[-1, 1]` the Chebyshev polynomials are bounded by one. -/
theorem abs_chebyshev_le_one {t : ℝ} (ht : |t| ≤ 1) (k : ℕ) : |chebyshev k t| ≤ 1 := by
  rw [chebyshev, ← Real.cos_arccos (abs_le.mp ht).1 (abs_le.mp ht).2,
    Polynomial.Chebyshev.T_real_cos]
  exact Real.abs_cos_le_one _
```

For $t\ge1$, induction uses $T_{k+2}-T_{k+1}=2(t-1)T_{k+1}+(T_{k+1}-T_k)\ge0$; `nlinarith` receives the nonnegative product.

```lean
/-- For `t ≥ 1` the Chebyshev values are at least one and do not decrease with the degree. -/
theorem one_le_chebyshev {t : ℝ} (ht : 1 ≤ t) (k : ℕ) :
    1 ≤ chebyshev k t ∧ chebyshev k t ≤ chebyshev (k + 1) t := by
  obtain ⟨c0, c1, c2⟩ := chebyshev_recurrence t
  induction k with
  | zero => rw [zero_add, c0, c1]; exact ⟨le_rfl, ht⟩
  | succ k ih =>
    refine ⟨ih.1.trans ih.2, ?_⟩
    rw [c2]
    nlinarith [mul_nonneg (sub_nonneg.mpr ht) (zero_le_one.trans (ih.1.trans ih.2))]
```

Q: And is the recurrence really a Krylov vector with the overlaps you used?

A: Yes. One application of $s(H)$ raises the Krylov order by at most one, and a two-step induction follows the recurrence.

```lean
/-- After `k` steps the Chebyshev-filtered vector lies in the Krylov space of order `k`. -/
theorem filtered_mem_krylov (H : V →ₗ[ℂ] V) (E1 Em : ℝ) (x : V) (k : ℕ) :
    filtered H E1 Em x k ∈ krylov H x k := by
  have hmono : ∀ i j, i ≤ j → krylov H x i ≤ krylov H x j := fun i j h =>
    Submodule.span_mono (by rintro _ ⟨l, hl, rfl⟩; exact ⟨l, hl.trans h, rfl⟩)
  have hstep : ∀ i, krylov H x i ≤ (krylov H x (i + 1)).comap H := fun i =>
    Submodule.span_le.mpr (by
      rintro _ ⟨l, hl, rfl⟩
      exact Submodule.subset_span
        ⟨l + 1, by omega, by rw [pow_succ', Module.End.mul_apply]⟩)
  -- one application of the Hamiltonian raises the order by one
  have hA : ∀ i z, z ∈ krylov H x i → scaledH H E1 Em z ∈ krylov H x (i + 1) := fun i z hz =>
    Submodule.smul_mem _ _ (Submodule.sub_mem _
      (Submodule.smul_mem _ _ (hmono i (i + 1) (Nat.le_succ i) hz))
      (Submodule.smul_mem _ _ (hstep i hz)))
  have hx : x ∈ krylov H x 0 := Submodule.subset_span ⟨0, le_rfl, by simp⟩
  induction k using Nat.twoStepInduction with
  | zero => exact hx
  | one => exact hA 0 x hx
  | more k h0 h1 =>
    exact Submodule.sub_mem _ (Submodule.smul_mem _ _ (hA (k + 1) _ h1))
      (hmono k (k + 2) (by omega) h0)
```

For an eigenvector $v$ with energy $\mu$, symmetry gives $\langle v,Hz\rangle=\mu\langle v,z\rangle$, hence $\langle v,s(H)z\rangle=s(\mu)\langle v,z\rangle$. The same induction then yields the factor $T_k(s(\mu))$.

```lean
/-- A Hermitian `H` multiplies the overlap with an eigenvector by its eigenvalue. -/
theorem inner_apply_eigen {H : V →ₗ[ℂ] V} (hH : H.IsSymmetric) {μ : ℝ} {v : V}
    (hv : H v = (μ : ℂ) • v) (z : V) : inner ℂ v (H z) = (μ : ℂ) * inner ℂ v z := by
  rw [← hH v z, hv, inner_smul_left, Complex.conj_ofReal]

/-- For Hermitian `H`, the filter multiplies the overlap with an eigenvector by the Chebyshev
polynomial at the rescaled eigenvalue. -/
theorem inner_filtered {H : V →ₗ[ℂ] V} (hH : H.IsSymmetric) {μ : ℝ} {v : V}
    (hv : H v = (μ : ℂ) • v) (E1 Em : ℝ) (x : V) (k : ℕ) :
    inner ℂ v (filtered H E1 Em x k)
      = (chebyshev k (scaled E1 Em μ) : ℂ) * inner ℂ v x := by
  obtain ⟨c0, c1, c2⟩ := chebyshev_recurrence (scaled E1 Em μ)
  have hs : ∀ z, inner ℂ v (scaledH H E1 Em z) = (scaled E1 Em μ : ℂ) * inner ℂ v z := by
    intro z
    simp only [scaledH, scaled, inner_smul_right, inner_sub_right, inner_apply_eigen hH hv]
    push_cast
    ring
  induction k using Nat.twoStepInduction with
  | zero => simp [filtered, c0]
  | one => rw [filtered, hs, c1]
  | more k h0 h1 =>
    rw [filtered, inner_sub_right, inner_smul_right, hs, h1, h0, c2]
    push_cast
    ring
```

The excess-energy sum comes from inserting the eigenbasis into both $\langle y,Hy\rangle$ and $\|y\|^2$.

```lean
/-- In an orthonormal eigenbasis of a Hermitian `H`, `<y, H y> - E0 * ‖y‖ ^ 2` is the sum of the
differences `ε i - E0` weighted by the squared overlaps `‖<b i, y>‖ ^ 2`. -/
theorem energy_excess {ι : Type*} [Fintype ι] {H : V →ₗ[ℂ] V} (hH : H.IsSymmetric)
    (b : OrthonormalBasis ι ℂ V) (ε : ι → ℝ) (hb : ∀ i, H (b i) = (ε i : ℂ) • b i)
    (E0 : ℝ) (y : V) :
    (inner ℂ y (H y)).re - E0 * ‖y‖ ^ 2 = ∑ i, (ε i - E0) * ‖inner ℂ (b i) y‖ ^ 2 := by
  rw [← b.sum_inner_mul_inner y (H y), Complex.re_sum, ← b.sum_sq_norm_inner_right y,
    Finset.mul_sum, ← Finset.sum_sub_distrib]
  refine Finset.sum_congr rfl fun i _ => ?_
  rw [inner_apply_eigen hH (hb i), ← inner_conj_symm y (b i), Complex.sq_norm,
    Complex.normSq_apply]
  simp only [Complex.mul_re, Complex.mul_im, Complex.conj_re, Complex.conj_im,
    Complex.ofReal_re, Complex.ofReal_im]
  ring
```

Q: What does the main theorem assume, and what does it leave out?

A: `hH` says that $H$ is Hermitian, `hspec` places the spectrum, and `hw` says $\langle u,x\rangle\ne0$. If $x$ were orthogonal to the whole $E_0$ eigenspace, every $H^kx$ would be too, and in exact arithmetic no energy below $E_1$ could appear. Degeneracy of $E_0$ is allowed. If $E_1=E_0$, the Chebyshev factor is 1 and the bound doesn't improve with $m$.

The conclusion supplies a nonzero `y` in `krylov H x m`. The lowest Ritz value minimises $R$ over that space, so it obeys the same bound. For Lanczos on a configuration-interaction matrix in a finite basis, this limits the iteration error when rounding is ignored, but not the error due to the basis set or to a truncated configuration expansion. Excited Ritz values and the accuracy of Ritz vectors, which Kaniel–Paige theory also treats, are absent here.

In the proof, `hov` records the overlaps, `hr` computes $\|r\|^2$, `hexc` bounds the excess by splitting on `ε i = E0`, and `hnorm` is the Cauchy–Schwarz step. The last lines perform the division.

```lean
/-- **Kaniel-Paige bound.** Let `H` be Hermitian in finite dimension with unit eigenvector `u` at
`E0` and all other eigenvalues in `[E1, Em]`, `E0 ≤ E1 < Em`. For a unit vector `x` that overlaps
with `u`, some nonzero `y` in the Krylov space of order `m` has an energy error no larger than the
stated Chebyshev bound. -/
theorem kaniel_paige [FiniteDimensional ℂ V] {H : V →ₗ[ℂ] V} (hH : H.IsSymmetric)
    {E0 E1 Em : ℝ} (hspec : SpectrumIn H E0 E1 Em) (h01 : E0 ≤ E1) (h1m : E1 < Em)
    {u x : V} (hu : ‖u‖ = 1) (hHu : H u = (E0 : ℂ) • u) (hx : ‖x‖ = 1)
    (hw : inner ℂ u x ≠ 0) (m : ℕ) :
    ∃ y ∈ krylov H x m, y ≠ 0 ∧ rayleigh H y - E0 ≤
      (Em - E0) * (1 - ‖inner ℂ u x‖ ^ 2) /
        (‖inner ℂ u x‖ ^ 2 * chebyshev m (1 + 2 * ((E1 - E0) / (Em - E1))) ^ 2) := by
  have hgap : 0 < Em - E1 := by linarith
  have hsc : scaled E1 Em E0 = 1 + 2 * ((E1 - E0) / (Em - E1)) := by
    have hne := hgap.ne'
    unfold scaled
    field_simp
    ring
  have hT : 0 < chebyshev m (scaled E1 Em E0) := zero_lt_one.trans_le (one_le_chebyshev
    (by rw [hsc]; linarith [div_nonneg (sub_nonneg.mpr h01) hgap.le]) m).1
  rw [← hsc]
  have hwpos : 0 < ‖inner ℂ u x‖ := norm_pos_iff.mpr hw
  -- the trial vector is the filtered start vector
  obtain ⟨y, hyK, hov⟩ : ∃ y ∈ krylov H x m, ∀ (μ : ℝ) (v : V), H v = (μ : ℂ) • v →
      inner ℂ v y = (chebyshev m (scaled E1 Em μ) : ℂ) * inner ℂ v x :=
    ⟨_, filtered_mem_krylov H E1 Em x m, fun _ _ hv => inner_filtered hH hv E1 Em x m⟩
  -- the part of x orthogonal to u has squared norm 1 - w
  have hr : ‖x - inner ℂ u x • u‖ ^ 2 = 1 - ‖inner ℂ u x‖ ^ 2 := by
    have h2 : RCLike.re (inner ℂ x (inner ℂ u x • u)) = ‖inner ℂ u x‖ ^ 2 := by
      rw [inner_smul_right, ← inner_conj_symm x u, Complex.mul_conj,
        Complex.normSq_eq_norm_sq]
      exact Complex.ofReal_re _
    rw [norm_sub_sq (𝕜 := ℂ), h2, norm_smul, hu, hx]
    ring
  -- only components at energies other than E0 contribute, and the filter does not enlarge them
  have hexc : (inner ℂ y (H y)).re - E0 * ‖y‖ ^ 2
      ≤ (Em - E0) * (1 - ‖inner ℂ u x‖ ^ 2) := by
    let b := hH.eigenvectorBasis rfl
    let ε := hH.eigenvalues rfl
    have hb : ∀ i, H (b i) = (ε i : ℂ) • b i := fun i => hH.apply_eigenvectorBasis rfl i
    rw [energy_excess hH b ε hb, ← hr, ← b.sum_sq_norm_inner_right, Finset.mul_sum]
    refine Finset.sum_le_sum fun i _ => ?_
    by_cases h : ε i = E0
    · rw [h, sub_self, zero_mul]
      exact mul_nonneg (by linarith) (sq_nonneg _)
    · obtain ⟨h1, h2⟩ := (hspec (ε i) (b i) (b.orthonormal.ne_zero i) (hb i)).resolve_left h
      have ho : inner ℂ (b i) u = 0 := by
        have h3 := inner_apply_eigen hH (hb i) u
        rw [hHu, inner_smul_right] at h3
        exact (mul_eq_mul_right_iff.mp h3).resolve_left
          fun h4 => h (by exact_mod_cast h4.symm)
      have hs : |scaled E1 Em (ε i)| ≤ 1 := by
        rw [scaled, abs_le, le_div_iff₀ hgap, div_le_iff₀ hgap]
        constructor <;> linarith
      have hT1 := (sq_le_one_iff_abs_le_one _).mpr (abs_chebyshev_le_one hs m)
      rw [hov _ _ (hb i), norm_mul, mul_pow, Complex.norm_real, Real.norm_eq_abs,
        sq_abs, inner_sub_right, inner_smul_right, ho, mul_zero, sub_zero]
      exact mul_le_mul (by linarith) (mul_le_of_le_one_left (sq_nonneg _) hT1)
        (by positivity) (by linarith)
  -- the overlap with u bounds the norm of y from below
  have hnorm : ‖inner ℂ u x‖ ^ 2 * chebyshev m (scaled E1 Em E0) ^ 2 ≤ ‖y‖ ^ 2 := by
    have h := norm_inner_le_norm (𝕜 := ℂ) u y
    rw [hov _ _ hHu, norm_mul, Complex.norm_real, Real.norm_eq_abs,
      abs_of_pos hT, hu, one_mul] at h
    have h' := pow_le_pow_left₀ (by positivity) h 2
    rw [mul_pow] at h'
    linarith
  have hD : 0 < ‖inner ℂ u x‖ ^ 2 * chebyshev m (scaled E1 Em E0) ^ 2 := by positivity
  have hy : 0 < ‖y‖ ^ 2 := lt_of_lt_of_le hD hnorm
  refine ⟨y, hyK, fun h0 => by simp [h0] at hy, ?_⟩
  have hR : rayleigh H y - E0 = ((inner ℂ y (H y)).re - E0 * ‖y‖ ^ 2) / ‖y‖ ^ 2 := by
    rw [rayleigh, sub_div, mul_div_cancel_right₀ _ hy.ne']
  rw [hR, div_le_div_iff₀ hy hD]
  refine mul_le_mul hexc hnorm hD.le ?_
  rw [← hr]
  exact mul_nonneg (by linarith) (sq_nonneg _)
```

Q: Can all those hypotheses be met at once?

A: Here is a system with energies 0, 1, 2 and start vector $(1,2,2)/3$ that meets them.

```lean
/-- The three-level Hamiltonian with energies `0, 1, 2`. -/
def threeLevel : EuclideanSpace ℂ (Fin 3) →ₗ[ℂ] EuclideanSpace ℂ (Fin 3) where
  toFun v := WithLp.toLp 2 fun i => ((i : ℕ) : ℂ) * v i
  map_add' v w := by ext i; simp [mul_add]
  map_smul' c v := by ext i; simp [mul_left_comm]

/-- The three-level Hamiltonian, its lowest basis state and the start vector `(1, 2, 2)/3` meet
the hypotheses of the Kaniel-Paige bound with `E0 = 0`, `E1 = 1`, `Em = 2`. -/
theorem kaniel_paige_witness :
    threeLevel.IsSymmetric ∧ SpectrumIn threeLevel 0 1 2 ∧
    ‖(!₂[1, 0, 0] : EuclideanSpace ℂ (Fin 3))‖ = 1 ∧
    threeLevel !₂[1, 0, 0] = ((0 : ℝ) : ℂ) • !₂[1, 0, 0] ∧
    ‖(!₂[1 / 3, 2 / 3, 2 / 3] : EuclideanSpace ℂ (Fin 3))‖ = 1 ∧
    inner ℂ (!₂[1, 0, 0] : EuclideanSpace ℂ (Fin 3)) !₂[1 / 3, 2 / 3, 2 / 3] ≠ 0 := by
  refine ⟨fun v w => ?_, fun μ v hv h => ?_, ?_, ?_, ?_, ?_⟩
  · rw [PiLp.inner_apply, PiLp.inner_apply]
    refine Finset.sum_congr rfl fun i _ => ?_
    change inner ℂ (((i : ℕ) : ℂ) * v i) (w i) = inner ℂ (v i) (((i : ℕ) : ℂ) * w i)
    simp only [RCLike.inner_apply, map_mul, map_natCast]
    ring
  · -- a nonzero component of an eigenvector fixes its eigenvalue
    obtain ⟨i, hi⟩ : ∃ i, v i ≠ 0 := by
      by_contra! h0
      exact hv (by ext i; exact h0 i)
    have e : ((i : ℕ) : ℂ) * v i = μ * v i :=
      congrArg (fun w : EuclideanSpace ℂ (Fin 3) => w i) h
    have e' : μ = ((i : ℕ) : ℝ) := by
      have e2 : ((i : ℕ) : ℂ) = (μ : ℂ) := mul_right_cancel₀ hi e
      exact Complex.ofReal_injective (e2.symm.trans (Complex.ofReal_natCast _).symm)
    rw [e']
    clear e e' hi
    fin_cases i <;> norm_num
  · simp [EuclideanSpace.norm_eq, Fin.sum_univ_succ]
  · ext i
    fin_cases i <;> simp [threeLevel]
  · simp [EuclideanSpace.norm_eq, Fin.sum_univ_succ]
    norm_num
  · simp [PiLp.inner_apply, Fin.sum_univ_succ]

end

end KanielPaige
```

```lean
#print axioms KanielPaige.kaniel_paige
```

```
'KanielPaige.kaniel_paige' depends on axioms: [propext, Classical.choice, Quot.sound]
```

Q: What numbers does the bound give there?

A: We have $w=1/9$ and $s(E_0)=3$, so the bound is $16/T_m(3)^2$. The filter multiplies the three components by $T_m(3)$, $T_m(1)$ and $T_m(-1)$.

| $m$ | $T_m(3)$ | filtered vector | $R(y)$ | bound |
|---|---|---|---|---|
| 0 | 1 | $(1,2,2)/3$ | $4/3\approx1.333$ | $16$ |
| 1 | 3 | $(3,2,-2)/3$ | $12/17\approx0.706$ | $16/9\approx1.778$ |
| 2 | 17 | $(17,2,2)/3$ | $4/99\approx0.040$ | $16/289\approx0.055$ |

At $m=2$ the Krylov space is already the whole three-dimensional space, so its lowest Ritz value is exactly 0. The bound is safe there, but not sharp.
